# A real orthogonal transformation R of one site's four Majorana operators multiplies the Hubbard term (n↑ − ½)(n↓ − ½) by det R

Operators are elements of a complex algebra A with an adjoint †, written `star` in Lean. Majorana indices run from 0 to 3.

```lean
import Mathlib

open Matrix
open scoped Kronecker

namespace HubbardMajorana

noncomputable section

variable {A : Type*} [Ring A] [StarRing A] [Algebra ℂ A] [StarModule ℂ A]
```

The `variable` line allows any such algebra, of finite or infinite dimension. The sign `•` means multiplication by a number.

```lean
/-- Four Majorana operators: self-adjoint, with anticommutators `{g a, g b} = 2 δ(a,b)`. -/
structure IsMajorana (g : Fin 4 → A) : Prop where
  selfAdjoint : ∀ a, star (g a) = g a
  anticomm : ∀ a b, g a * g b + g b * g a = if a = b then 2 else 0
```

`IsMajorana g` collects the assumptions on g₀, …, g₃:

g_a† = g_a,  g_a g_b + g_b g_a = 2δ_ab.

```lean
/-- The mode `(x + i y) / 2` built from two operators. -/
def mode (x y : A) : A := (1 / 2 : ℂ) • (x + Complex.I • y)
```

Two operators x, y combine into the mode (x + iy)/2.

```lean
/-- The spin-up annihilation operator, built from the first two Majorana operators. -/
def cUp (g : Fin 4 → A) : A := mode (g 0) (g 1)
```

The spin-up annihilator is c↑ = (g₀ + i g₁)/2.

```lean
/-- The spin-down annihilation operator, built from the last two Majorana operators. -/
def cDown (g : Fin 4 → A) : A := mode (g 2) (g 3)
```

The spin-down annihilator is c↓ = (g₂ + i g₃)/2.

```lean
/-- The Hubbard term `(n↑ - 1/2) (n↓ - 1/2)` of one site, with `n = c† c`. -/
def hubbard (g : Fin 4 → A) : A :=
  (star (cUp g) * cUp g - (1 / 2 : ℂ) • 1) * (star (cDown g) * cDown g - (1 / 2 : ℂ) • 1)
```

With n = c†c for each spin, this is the particle-hole symmetric interaction of one site, without its strength U. A program that stores U n↑n↓ can use it through

U n↑n↓ = U(n↑ − ½)(n↓ − ½) + (U/2)(n↑ + n↓) − U/4.

```lean
/-- The ordered product of four operators. -/
def quad (g : Fin 4 → A) : A := g 0 * g 1 * g 2 * g 3
```

`quad g` is the ordered product g₀g₁g₂g₃.

```lean
/-- The operators `g' a = ∑ b, R a b g b` obtained with a real matrix `R`. -/
def rotate (R : Matrix (Fin 4) (Fin 4) ℝ) (g : Fin 4 → A) : Fin 4 → A :=
  fun a => ∑ b, (R a b : ℂ) • g b
```

`rotate R g` is the new set g'_a = Σ_b R_ab g_b, with R a real 4×4 matrix.

## The algebra of one mode

```lean
omit [StarModule ℂ A] in
/-- Each Majorana operator squares to one, and different ones anticommute. -/
theorem IsMajorana.clifford {g : Fin 4 → A} (hg : IsMajorana g) :
    (∀ a, g a * g a = 1) ∧ ∀ a b, a ≠ b → g a * g b = -(g b * g a) := by
  constructor
  · intro a
    have h : g a * g a + g a * g a = 2 := (hg.anticomm a a).trans (if_pos rfl)
    calc g a * g a = (1 / 2 : ℂ) • (g a * g a + g a * g a) := by module
      _ = 1 := by
        rw [h, show (2 : A) = 1 + 1 from one_add_one_eq_two.symm]
        module
  · intro a b hab
    exact eq_neg_of_add_eq_zero_left ((hg.anticomm a b).trans (if_neg hab))
```

Setting a = b gives 2g_a² = 2, so g_a² = 1. For a ≠ b the relation reads g_a g_b = −g_b g_a.

```lean
/-- A real orthogonal matrix turns Majorana operators into Majorana operators. -/
theorem IsMajorana.rotate {g : Fin 4 → A} (hg : IsMajorana g)
    {R : Matrix (Fin 4) (Fin 4) ℝ} (hR : R * Rᵀ = 1) : IsMajorana (rotate R g) := by
  constructor
  · intro a
    simp [HubbardMajorana.rotate, star_sum, star_smul, hg.selfAdjoint]
  · intro a b
    have hsum : HubbardMajorana.rotate R g a * HubbardMajorana.rotate R g b
        + HubbardMajorana.rotate R g b * HubbardMajorana.rotate R g a
        = ∑ c, ∑ d, ((R a c : ℂ) * (R b d : ℂ)) • (g c * g d + g d * g c) := by
      simp only [HubbardMajorana.rotate, Finset.sum_mul_sum, smul_mul_smul_comm, smul_add,
        Finset.sum_add_distrib]
      congr 1
      rw [Finset.sum_comm]
      exact Finset.sum_congr rfl fun c _ => Finset.sum_congr rfl fun d _ => by
        rw [mul_comm (R b d : ℂ)]
    -- the rows of `R` are orthonormal
    have hrow : ∑ c, (R a c : ℂ) * (R b c : ℂ) = if a = b then 1 else 0 := by
      have h := congrFun (congrFun hR a) b
      simp only [Matrix.mul_apply, Matrix.transpose_apply, Matrix.one_apply] at h
      split_ifs at h ⊢ <;> exact_mod_cast h
    rw [hsum]
    simp only [hg.anticomm, smul_ite, smul_zero, Finset.sum_ite_eq, Finset.mem_univ, if_true]
    rw [← Finset.sum_smul, hrow]
    split_ifs <;> simp
```

The hypothesis `R * Rᵀ = 1` says that the rows of R are orthonormal. Reflections, with det R = −1, are included: "rotation" here means any real orthogonal matrix. Since R is real, g'_a is self-adjoint, and

{g'_a, g'_b} = Σ_cd R_ac R_bd {g_c, g_d} = 2 Σ_c R_ac R_bc = 2δ_ab.

In the proof, `hsum` is the first equality and `hrow` the orthonormality.

```lean
/-- For self-adjoint `x`, `y` the mode `c = (x + i y)/2` has adjoint `(x - i y)/2`; if they also
square to one and anticommute, then `c† c - 1/2 = (i/2) x y`. -/
theorem mode_number {x y : A} (hx : star x = x) (hy : star y = y) :
    star (mode x y) = (1 / 2 : ℂ) • (x - Complex.I • y) ∧
    (x * x = 1 → y * y = 1 → y * x = -(x * y) →
      star (mode x y) * mode x y - (1 / 2 : ℂ) • 1 = (Complex.I / 2) • (x * y)) := by
  have hs : star (mode x y) = (1 / 2 : ℂ) • (x - Complex.I • y) := by
    rw [mode, star_smul, star_add, star_smul, hx, hy, show star (1 / 2 : ℂ) = 1 / 2 by simp,
      show star Complex.I = -Complex.I from Complex.conj_I]
    module
  refine ⟨hs, fun hxx hyy hyx => ?_⟩
  have e : (x - Complex.I • y) * (x + Complex.I • y)
      = x * x + Complex.I • (x * y) - Complex.I • (y * x)
        - (Complex.I * Complex.I) • (y * y) := by
    simp only [sub_mul, mul_add, smul_mul_assoc, mul_smul_comm]
    module
  rw [hs, mode, smul_mul_smul_comm, e, hxx, hyy, hyx, Complex.I_mul_I]
  module
```

For self-adjoint, anticommuting x, y with x² = y² = 1, the mode c = (x + iy)/2 satisfies

c†c = ¼(x − iy)(x + iy) = ¼(x² + i xy − i yx + y²) = ½ + (i/2)xy.

Lean expands the product in `e`, then substitutes the three relations.

## From permutations to the determinant

```lean
omit [StarRing A] [Algebra ℂ A] [StarModule ℂ A] in
/-- Reordering four mutually anticommuting operators multiplies their product by the sign of
the permutation. -/
theorem quad_perm (σ : Equiv.Perm (Fin 4)) : ∀ h : Fin 4 → A,
    (∀ a b, a ≠ b → h a * h b = -(h b * h a)) →
    quad (fun i => h (σ i)) = ((Equiv.Perm.sign σ : ℤˣ) : ℤ) • quad h := by
  -- adjacent swaps generate all permutations
  have hσ : σ ∈ Submonoid.closure
      (Set.range fun i : Fin 3 => Equiv.swap i.castSucc i.succ) := by
    rw [Equiv.Perm.mclosure_swap_castSucc_succ]
    trivial
  induction hσ using Submonoid.closure_induction with
  | mem x hx =>
    obtain ⟨i, rfl⟩ := hx
    intro h hh
    have hne : i.castSucc ≠ i.succ := by
      intro h'
      have := congrArg Fin.val h'
      simp at this
    have k0 : h 1 * h 0 * h 2 * h 3 = -(h 0 * h 1 * h 2 * h 3) := by
      rw [hh 1 0 (by decide)]
      noncomm_ring
    have k1 : h 0 * h 2 * h 1 * h 3 = -(h 0 * h 1 * h 2 * h 3) := by
      rw [mul_assoc (h 0) (h 2) (h 1), hh 2 1 (by decide)]
      noncomm_ring
    have k2 : h 0 * h 1 * h 3 * h 2 = -(h 0 * h 1 * h 2 * h 3) := by
      rw [mul_assoc (h 0 * h 1) (h 3) (h 2), hh 3 2 (by decide)]
      noncomm_ring
    rw [Equiv.Perm.sign_swap hne, Units.val_neg, Units.val_one, neg_smul, one_smul]
    fin_cases i
    · exact k0
    · exact k1
    · exact k2
  | one =>
    intro h _
    simp
  | mul x y _ _ ihx ihy =>
    intro h hh
    have h1 := ihy (fun i => h (x i)) (fun a b hab => hh _ _ (x.injective.ne hab))
    refine Eq.trans h1 ?_
    rw [ihx h hh, smul_smul, map_mul, Units.val_mul, mul_comm]
```

For mutually anticommuting h₀, …, h₃ and a permutation σ,

h_σ(0) h_σ(1) h_σ(2) h_σ(3) = sgn(σ) h₀h₁h₂h₃.

Every permutation is a product of adjacent swaps, and each swap costs one minus sign (`k0`, `k1`, `k2`). The induction multiplies the signs.

```lean
/-- An orthogonal rotation multiplies the product of the four Majorana operators by `det R`. -/
theorem quad_rotate {g : Fin 4 → A} (hg : IsMajorana g)
    {R : Matrix (Fin 4) (Fin 4) ℝ} (hR : R * Rᵀ = 1) :
    quad (rotate R g) = (R.det : ℂ) • quad g := by
  -- `F` is the antisymmetrised product, a sum over 24 permutations
  obtain ⟨F, hF⟩ : ∃ F : A [⋀^Fin 4]→ₗ[ℂ] A, ∀ h : Fin 4 → A,
      (∀ a b, a ≠ b → h a * h b = -(h b * h a)) → F h = (24 : ℂ) • quad h := by
    refine ⟨MultilinearMap.alternatization (MultilinearMap.mkPiAlgebraFin ℂ 4 A), ?_⟩
    intro h hh
    have hp : ∀ v : Fin 4 → A, MultilinearMap.mkPiAlgebraFin ℂ 4 A v = quad v := by
      intro v
      rw [MultilinearMap.mkPiAlgebraFin_apply]
      simp only [quad, List.ofFn_succ, List.ofFn_zero, List.prod_cons, List.prod_nil, mul_one,
        mul_assoc]
      rfl
    have ht : ∀ σ : Equiv.Perm (Fin 4), Equiv.Perm.sign σ •
        (MultilinearMap.mkPiAlgebraFin ℂ 4 A).domDomCongr σ h = quad h := by
      intro σ
      rw [MultilinearMap.domDomCongr_apply, hp, quad_perm σ h hh, Units.smul_def, smul_smul,
        ← Units.val_mul, Int.units_mul_self, Units.val_one, one_smul]
    rw [MultilinearMap.alternatization_apply, Finset.sum_congr rfl (fun σ _ => ht σ),
      Finset.sum_const, Finset.card_univ, Fintype.card_perm, Fintype.card_fin,
      ← Nat.cast_smul_eq_nsmul ℂ]
    norm_num [Nat.factorial]
  obtain ⟨L, hL⟩ : ∃ L : (Fin 4 → ℂ) →ₗ[ℂ] A, ∀ v, L v = ∑ b, v b • g b :=
    ⟨∑ b, (LinearMap.proj b).smulRight (g b), fun v => by simp⟩
  obtain ⟨G, hG⟩ : ∃ G : (Fin 4 → ℂ) [⋀^Fin 4]→ₗ[ℂ] A,
      ∀ x, G x = Matrix.det (Matrix.of x) • F g :=
    ⟨(LinearMap.toSpanSingleton ℂ A (F g)).compAlternatingMap Matrix.detRowAlternating,
      fun _ => rfl⟩
  -- two alternating maps that agree on the standard basis are equal
  have key : F.compLinearMap L = G := by
    refine (Pi.basisFun ℂ (Fin 4)).ext_alternating (fun v hv => ?_)
    let σ : Equiv.Perm (Fin 4) := Equiv.ofBijective v (Finite.injective_iff_bijective.mp hv)
    have h1 : (F.compLinearMap L) (fun i => Pi.basisFun ℂ (Fin 4) i) = F g := by
      rw [AlternatingMap.compLinearMap_apply]
      congr 1
      funext i
      simp [hL, Pi.single_apply]
    have h2 : G (fun i => Pi.basisFun ℂ (Fin 4) i) = F g := by
      have h3 : Matrix.of (fun i => Pi.basisFun ℂ (Fin 4) i) = 1 := by
        ext i j
        simp [Pi.single_apply, Matrix.one_apply, eq_comm]
      rw [hG, h3, Matrix.det_one, one_smul]
    change (F.compLinearMap L) ((fun i => Pi.basisFun ℂ (Fin 4) i) ∘ σ)
      = G ((fun i => Pi.basisFun ℂ (Fin 4) i) ∘ σ)
    rw [AlternatingMap.map_perm, AlternatingMap.map_perm, h1, h2]
  have hd : Matrix.det (Matrix.of fun a b => (R a b : ℂ)) = (R.det : ℂ) :=
    (Complex.ofRealHom.map_det R).symm
  have h3 : F (rotate R g) = (R.det : ℂ) • F g := by
    rw [← hd, ← hG, ← key, AlternatingMap.compLinearMap_apply]
    congr 1
    funext a
    simp [hL, rotate]
  rw [hF _ (hg.rotate hR).clifford.2, hF _ hg.clifford.2] at h3
  calc quad (rotate R g) = (1 / 24 : ℂ) • ((24 : ℂ) • quad (rotate R g)) := by module
    _ = (R.det : ℂ) • quad g := by
      rw [h3]
      module
```

Define the antisymmetrised product

F(h₀, …, h₃) = Σ_σ sgn(σ) h_σ(0) h_σ(1) h_σ(2) h_σ(3).

For anticommuting operators all 24 terms are equal, so F = 24 h₀h₁h₂h₃. F is linear in each argument and vanishes when two coincide. Inserting g' therefore leaves only terms with distinct indices:

F(g') = Σ_σ R_0σ(0) R_1σ(1) R_2σ(2) R_3σ(3) sgn(σ) F(g) = det R · F(g).

Both g and g' anticommute, so dividing by 24 gives the claim. In Lean, `L` turns coefficients into operators, `G` is the determinant times F(g), and `key` proves the two sides equal by comparing them on basis vectors.

## The Hubbard term

```lean
/-- The Hubbard term is `-1/4` times the product of the four Majorana operators. -/
theorem hubbard_eq {g : Fin 4 → A} (hg : IsMajorana g) :
    hubbard g = (-(1 / 4) : ℂ) • quad g := by
  obtain ⟨hsq, hac⟩ := hg.clifford
  have hI : Complex.I / 2 * (Complex.I / 2) = -(1 / 4) := by
    linear_combination (1 / 4) * Complex.I_mul_I
  rw [hubbard, cUp, cDown,
    (mode_number (hg.selfAdjoint 0) (hg.selfAdjoint 1)).2 (hsq 0) (hsq 1) (hac 1 0 (by decide)),
    (mode_number (hg.selfAdjoint 2) (hg.selfAdjoint 3)).2 (hsq 2) (hsq 3) (hac 3 2 (by decide)),
    smul_mul_smul_comm, hI]
  simp only [quad, mul_assoc]
```

Multiplying the two spin factors gives

(n↑ − ½)(n↓ − ½) = (i/2)g₀g₁ · (i/2)g₂g₃ = −¼ g₀g₁g₂g₃.

```lean
/-- A real orthogonal rotation of the four Majorana operators multiplies the Hubbard term by
`det R`. -/
theorem hubbard_rotate {g : Fin 4 → A} (hg : IsMajorana g)
    {R : Matrix (Fin 4) (Fin 4) ℝ} (hR : R * Rᵀ = 1) :
    hubbard (rotate R g) = (R.det : ℂ) • hubbard g := by
  rw [hubbard_eq (hg.rotate hR), hubbard_eq hg, quad_rotate hg hR, smul_comm]
```

The quartic form holds for g' as well as g, so the factor det R carries over. Orthogonality matters: for R = 0 both modes vanish and the term becomes ¼, whereas det R times the original is 0.

```lean
/-- Among the real orthogonal rotations, exactly those with determinant one, the group SO(4),
leave the Hubbard term unchanged. -/
theorem hubbard_invariant_iff [Nontrivial A] {g : Fin 4 → A} (hg : IsMajorana g)
    {R : Matrix (Fin 4) (Fin 4) ℝ} (hR : R * Rᵀ = 1) :
    hubbard (rotate R g) = hubbard g ↔ R.det = 1 := by
  constructor
  · intro h
    rw [hubbard_rotate hg hR, hubbard_eq hg] at h
    have h' : ((R.det : ℂ) - 1) • quad g = 0 := by
      linear_combination (norm := module) (-4 : ℂ) • h
    -- the quartic product is invertible, hence nonzero
    have hq : quad g * (g 3 * g 2 * g 1 * g 0) = 1 := by
      calc quad g * (g 3 * g 2 * g 1 * g 0)
          = g 0 * (g 1 * (g 2 * (g 3 * g 3) * g 2) * g 1) * g 0 := by
            simp only [quad, mul_assoc]
        _ = 1 := by simp only [hg.clifford.1, mul_one]
    rcases smul_eq_zero.mp h' with hd | h0
    · exact_mod_cast sub_eq_zero.mp hd
    · rw [h0, zero_mul] at hq
      exact absurd hq zero_ne_one
  · intro h
    rw [hubbard_rotate hg hR, h, Complex.ofReal_one, one_smul]
```

`Nontrivial A` means 0 ≠ 1. If the term is unchanged, (det R − 1)g₀g₁g₂g₃ = 0. Since

g₀g₁g₂g₃ · g₃g₂g₁g₀ = 1,

the product is nonzero and det R = 1. The converse is immediate. This is the SO(4) symmetry of the particle-hole symmetric one-site term. The form U n↑n↓ alone does not have it, because of the extra (U/2)(n↑ + n↓). In a lattice Hubbard model, hopping between two sites ties their rotations together, so they can no longer be chosen independently.

```lean
/-- The reflection that reverses the last Majorana operator. -/
def reflection : Matrix (Fin 4) (Fin 4) ℝ := Matrix.diagonal ![1, 1, 1, -1]
```

This matrix reverses g₃ alone.

```lean
/-- The reflection keeps the up mode, replaces the down annihilator by its adjoint, and reverses the
sign of the Hubbard term. -/
theorem particle_hole_down {g : Fin 4 → A} (hg : IsMajorana g) :
    cUp (rotate reflection g) = cUp g ∧ cDown (rotate reflection g) = star (cDown g) ∧
      hubbard (rotate reflection g) = -hubbard g := by
  have h0 : rotate reflection g 0 = g 0 := by
    simp [rotate, reflection, Matrix.diagonal_apply]
  have h1 : rotate reflection g 1 = g 1 := by
    simp [rotate, reflection, Matrix.diagonal_apply]
  have h2 : rotate reflection g 2 = g 2 := by
    simp [rotate, reflection, Matrix.diagonal_apply]
  have h3 : rotate reflection g 3 = -g 3 := by
    simp [rotate, reflection, Matrix.diagonal_apply]
  have hR : reflection * reflectionᵀ = 1 := by
    ext i j
    fin_cases i <;> fin_cases j <;>
      simp [reflection, Matrix.mul_apply, Fin.sum_univ_four, Matrix.diagonal_apply]
  have hdet : reflection.det = -1 := by
    simp [reflection, Matrix.det_diagonal, Fin.prod_univ_four]
  refine ⟨by rw [cUp, cUp, h0, h1], ?_, ?_⟩
  · rw [cDown, cDown, h2, h3, (mode_number (hg.selfAdjoint 2) (hg.selfAdjoint 3)).1, mode]
    module
  · rw [hubbard_rotate hg hR, hdet, Complex.ofReal_neg, Complex.ofReal_one, neg_smul, one_smul]
```

Then c↓ becomes (g₂ − i g₃)/2 = c↓†, while c↑ stays. The determinant is −1, so this particle-hole transformation of one spin turns repulsion into attraction in the one-site term.

## Explicit matrices

```lean
/-- The Pauli matrix `X`. -/
def pauliX : Matrix (Fin 2) (Fin 2) ℂ := !![0, 1; 1, 0]
```

X is the first Pauli matrix.

```lean
/-- The Pauli matrix `Y`. -/
def pauliY : Matrix (Fin 2) (Fin 2) ℂ := !![0, -Complex.I; Complex.I, 0]
```

Y is the second.

```lean
/-- The Pauli matrix `Z`. -/
def pauliZ : Matrix (Fin 2) (Fin 2) ℂ := !![1, 0; 0, -1]
```

Z is the third, and is diagonal.

```lean
/-- The Jordan-Wigner matrices `X ⊗ 1`, `Y ⊗ 1`, `Z ⊗ X`, `Z ⊗ Y`. -/
def jordanWigner : Fin 4 → Matrix (Fin 2 × Fin 2) (Fin 2 × Fin 2) ℂ :=
  ![pauliX ⊗ₖ 1, pauliY ⊗ₖ 1, pauliZ ⊗ₖ pauliX, pauliZ ⊗ₖ pauliY]
```

The symbol `⊗ₖ` is the Kronecker product, giving 4×4 matrices on two qubits.

```lean
/-- The Jordan-Wigner matrices are Majorana operators. -/
theorem jordanWigner_witness : IsMajorana jordanWigner := by
  constructor
  · have hst : ∀ a b : Matrix (Fin 2) (Fin 2) ℂ, star (a ⊗ₖ b) = star a ⊗ₖ star b := by
      intro a b
      first
        | exact Matrix.conjTranspose_kronecker a b
        | (ext ⟨i, j⟩ ⟨k, l⟩
           simp [Matrix.star_apply, Matrix.kroneckerMap_apply, mul_comm])
    have hX : star pauliX = pauliX := by
      ext i j
      fin_cases i <;> fin_cases j <;> simp [pauliX, Matrix.star_eq_conjTranspose]
    have hY : star pauliY = pauliY := by
      ext i j
      fin_cases i <;> fin_cases j <;> simp [pauliY, Matrix.star_eq_conjTranspose]
    have hZ : star pauliZ = pauliZ := by
      ext i j
      fin_cases i <;> fin_cases j <;> simp [pauliZ, Matrix.star_eq_conjTranspose]
    intro a
    fin_cases a <;> simp [jordanWigner, hst, hX, hY, hZ]
  · have hmul : ∀ a b c d : Matrix (Fin 2) (Fin 2) ℂ,
        (a ⊗ₖ b) * (c ⊗ₖ d) = (a * c) ⊗ₖ (b * d) :=
      fun a b c d => (Matrix.mul_kronecker_mul a c b d).symm
    have hl : ∀ a b : Matrix (Fin 2) (Fin 2) ℂ, (-a) ⊗ₖ b = -(a ⊗ₖ b) := by
      intro a b
      ext i j
      simp [Matrix.kroneckerMap_apply]
    have hr : ∀ a b : Matrix (Fin 2) (Fin 2) ℂ, a ⊗ₖ (-b) = -(a ⊗ₖ b) := by
      intro a b
      ext i j
      simp [Matrix.kroneckerMap_apply]
    -- the Pauli matrices square to one and anticommute
    have hXX : pauliX * pauliX = 1 := by
      ext i j
      fin_cases i <;> fin_cases j <;> simp [pauliX, Matrix.mul_apply, Fin.sum_univ_two]
    have hYY : pauliY * pauliY = 1 := by
      ext i j
      fin_cases i <;> fin_cases j <;> simp [pauliY, Matrix.mul_apply, Fin.sum_univ_two]
    have hZZ : pauliZ * pauliZ = 1 := by
      ext i j
      fin_cases i <;> fin_cases j <;> simp [pauliZ, Matrix.mul_apply, Fin.sum_univ_two]
    have hYX : pauliY * pauliX = -(pauliX * pauliY) := by
      ext i j
      fin_cases i <;> fin_cases j <;>
        simp [pauliX, pauliY, Matrix.mul_apply, Fin.sum_univ_two]
    have hZX : pauliZ * pauliX = -(pauliX * pauliZ) := by
      ext i j
      fin_cases i <;> fin_cases j <;>
        simp [pauliX, pauliZ, Matrix.mul_apply, Fin.sum_univ_two]
    have hZY : pauliZ * pauliY = -(pauliY * pauliZ) := by
      ext i j
      fin_cases i <;> fin_cases j <;>
        simp [pauliY, pauliZ, Matrix.mul_apply, Fin.sum_univ_two]
    intro a b
    fin_cases a <;> fin_cases b <;>
      simp [jordanWigner, hmul, hl, hr, hXX, hYY, hZZ, hYX, hZX, hZY, one_add_one_eq_two]

end

end HubbardMajorana
```

The Pauli matrices square to one and anticommute; the factor Z makes operators of different spin anticommute. Lean checks all index pairs. In this representation the Hubbard term is ¼ Z⊗Z, so the time evolution generated by this term alone is a two-qubit ZZ rotation, which a quantum simulation can apply as a gate.

```lean
#print axioms HubbardMajorana.hubbard_rotate
#print axioms HubbardMajorana.hubbard_invariant_iff
#print axioms HubbardMajorana.particle_hole_down
```

```
'HubbardMajorana.hubbard_rotate' depends on axioms: [propext, Classical.choice, Quot.sound]
'HubbardMajorana.hubbard_invariant_iff' depends on axioms: [propext, Classical.choice, Quot.sound]
'HubbardMajorana.particle_hole_down' depends on axioms: [propext, Classical.choice, Quot.sound]
```
